# Exciting the centre of mass of non-interacting fermions in a harmonic trap costs one quantum

To find the energy that raises the centre of mass of $N$ identical fermions in a one-dimensional harmonic trap from its lowest level to the next, we take a state to be a real function on $\mathbb R^N$ and let the Hamiltonian act on it point by point. The fermions are spinless and do not interact. Lengths are in units of $\sqrt{\hbar/M\omega}$ and energies in units of $\hbar\omega$, with $M$ the particle mass and $\omega$ the trap frequency.

```lean
import Mathlib

open Matrix

namespace KohnMode

noncomputable section

variable {N : ℕ}
```

Particles and orbitals are numbered $0,\dots,N-1$, as in `Fin N`. The antisymmetric factor is $D(x)=\prod_{i<k}(x_k-x_i)$.

```lean
/-- The product of all differences `x_k - x_i` with `i < k`. -/
def vdm (x : Fin N → ℝ) : ℝ := ∏ i, ∏ k ∈ Finset.Ioi i, (x k - x i)
```

Let $V$ be the matrix with entries $V_{ik}=x_i^k$: row $i$ is a particle, column $k$ an orbital. Its cofactors are $C_{ik}$, written `cof x i k`.

```lean
/-- The cofactor of the entry `x_i ^ k` in the Vandermonde matrix of the positions. -/
def cof (x : Fin N → ℝ) (i k : Fin N) : ℝ := (vandermonde x).adjugate k i
```

Write $S=\sum_i x_i$, which is $N$ times the centre of mass, and $E=e^{-\sum_i x_i^2/2}$. For a function $g$ of one variable, the state is $\Psi_g=g(S)\,D\,E$, not normalised.

```lean
/-- The fermion state `g(∑ x_i) ∏_{i<k} (x_k - x_i) exp(-∑ x_i² / 2)`, with a factor `g`
that depends only on the sum of the positions. -/
def comState (g : ℝ → ℝ) (x : Fin N → ℝ) : ℝ :=
  g (∑ i, x i) * vdm x * Real.exp (-(∑ i, x i ^ 2) / 2)
```

In the Hamiltonian $H$, `Function.update x i t` puts particle $i$ at $t$ and leaves the others in place, so the nested `deriv` is $\partial_i^2$.

```lean
/-- The Hamiltonian `∑ (-∂_i² / 2 + x_i² / 2)` of particles in a harmonic trap, in trap units. -/
def trapH (ψ : (Fin N → ℝ) → ℝ) (x : Fin N → ℝ) : ℝ :=
  ∑ i, (-(1 / 2) * deriv (deriv fun t => ψ (Function.update x i t)) (x i)
    + 1 / 2 * x i ^ 2 * ψ x)
```

## (a) Moving one particle

Show that $D$, with $x_i$ replaced by $t$, is a polynomial in $t$ with the cofactors as coefficients:
$$D(x)\big|_{x_i\to t}=\sum_k t^k C_{ik}.$$

**Solution.** $D=\det V$ is a Vandermonde determinant. The move changes only row $i$, which becomes $(1,t,\dots,t^{N-1})$. Expand along that row; its cofactors do not contain row $i$ and keep their old values. In the proof, `hV` is the row replacement and Cramer's rule supplies the expansion.

Variational Monte Carlo uses the same step with general orbitals $\varphi_k$: when one particle moves to $t$, the new Slater determinant divided by the old one is $\sum_k\varphi_k(t)\,(V^{-1})_{ki}$, where now $V_{ik}=\varphi_k(x_i)$.

```lean
/-- When particle `i` is moved to `t`, the product of differences is a polynomial in `t`
whose coefficients are the cofactors. -/
theorem vdm_update (x : Fin N → ℝ) (i : Fin N) (t : ℝ) :
    vdm (Function.update x i t) = ∑ k : Fin N, t ^ (k : ℕ) * cof x i k := by
  have hV : vandermonde (Function.update x i t)
      = (vandermonde x).updateRow i (fun k => t ^ (k : ℕ)) := by
    ext a b
    by_cases h : a = i
    · subst h
      simp [vandermonde_apply]
    · simp [vandermonde_apply, Matrix.updateRow_apply, h]
  unfold vdm cof
  rw [← Matrix.det_vandermonde, hV, ← Matrix.cramer_transpose_apply,
    Matrix.cramer_eq_adjugate_mulVec, ← Matrix.adjugate_transpose]
  simp [Matrix.mulVec, dotProduct, mul_comm]
```

## (b) One-body operators and the trace

Let an $N\times N$ matrix $A$ act on the orbitals. Show that its sum over particles multiplies $D$ by a number:
$$\sum_{i,k}(VA)_{ik}C_{ik}=(\operatorname{tr}A)\,D.$$

**Solution.** Since $C_{ik}=(\operatorname{adj}V)_{ki}$, the left side is $\operatorname{tr}(VA\operatorname{adj}V)=\operatorname{tr}(\operatorname{adj}V\,VA)$. Now use $\operatorname{adj}V\,V=D\,\mathbf 1$. No inverse is taken, so coinciding particles are allowed. The rewrites `trace_mul_cycle` and `adjugate_mul` are these two steps.

```lean
/-- A one-body operator with matrix `A` on the orbitals `x^k`, summed over the particles,
multiplies the Vandermonde determinant by the trace of `A`. -/
theorem one_body_trace (x : Fin N → ℝ) (A : Matrix (Fin N) (Fin N) ℝ) :
    ∑ i, ∑ k, (vandermonde x * A) i k * cof x i k = A.trace * vdm x := by
  have h : ∑ i, ∑ k, (vandermonde x * A) i k * cof x i k
      = (vandermonde x * A * (vandermonde x).adjugate).trace := by
    unfold Matrix.trace cof
    refine Finset.sum_congr rfl fun i _ => ?_
    rw [Matrix.diag_apply, Matrix.mul_apply]
  rw [h, Matrix.trace_mul_cycle, Matrix.adjugate_mul, Matrix.smul_mul, Matrix.one_mul,
    Matrix.trace_smul, smul_eq_mul, mul_comm, Matrix.det_vandermonde]
  rfl
```

## (c) Operators that lower the degree

Let $m>0$ and $c_k=0$ for $k<m$. Show that
$$\sum_i\sum_k c_k\,x_i^{k-m}C_{ik}=0.$$

**Solution.** Set $A_{jk}=c_k$ if $j+m=k$, and $0$ otherwise. Then $(VA)_{ik}=\sum_j x_i^jA_{jk}=c_kx_i^{k-m}$, with both sides zero for $k<m$. A diagonal entry would need $j+m=j$, so $\operatorname{tr}A=0$, and (b) gives the claim. The proof establishes these facts as `hA` and `ht`.

By (a), the choice $c_k=k$, $m=1$ gives $\sum_i\partial_iD=0$, and $c_k=k(k-1)$, $m=2$ gives $\sum_i\partial_i^2D=0$.

```lean
/-- A one-body operator `x^k ↦ c_k x^(k-m)` with `m > 0`, and `c_k = 0` for `k < m`,
gives zero when summed over the particles of the Vandermonde determinant. -/
theorem lowering_sum (x : Fin N → ℝ) (c : ℕ → ℝ) (m : ℕ) (hm : 0 < m)
    (hc : ∀ k < m, c k = 0) :
    ∑ i, ∑ k : Fin N, c k * x i ^ ((k : ℕ) - m) * cof x i k = 0 := by
  let A : Matrix (Fin N) (Fin N) ℝ := fun j k => if (j : ℕ) + m = k then c k else 0
  have hA : ∀ i k, (vandermonde x * A) i k = c k * x i ^ ((k : ℕ) - m) := by
    intro i k
    rw [Matrix.mul_apply]
    by_cases h : (k : ℕ) < m
    · rw [hc k h, zero_mul]
      refine Finset.sum_eq_zero fun j _ => ?_
      show x i ^ (j : ℕ) * (if (j : ℕ) + m = k then c k else 0) = 0
      rw [if_neg (by omega), mul_zero]
    · rw [Finset.sum_eq_single
        (⟨(k : ℕ) - m, lt_of_le_of_lt (Nat.sub_le _ _) k.isLt⟩ : Fin N)]
      · show x i ^ ((k : ℕ) - m) * (if (k : ℕ) - m + m = k then c k else 0) = _
        rw [if_pos (by omega), mul_comm]
      · intro j _ hj
        have hne : ¬ (j : ℕ) + m = k := fun h' =>
          hj (Fin.ext (by show (j : ℕ) = (k : ℕ) - m; omega))
        show x i ^ (j : ℕ) * (if (j : ℕ) + m = k then c k else 0) = 0
        rw [if_neg hne, mul_zero]
      · intro h'
        exact absurd (Finset.mem_univ _) h'
  -- lowering the degree leaves nothing on the diagonal
  have ht : A.trace = 0 := by
    refine Finset.sum_eq_zero fun j _ => ?_
    show (if (j : ℕ) + m = j then c j else 0) = 0
    rw [if_neg (by omega)]
  have h := one_body_trace x A
  simp only [hA, ht, zero_mul] at h
  exact h
```

## (d) The degree of the determinant

Show that
$$\sum_i x_i\sum_k k\,x_i^{k-1}C_{ik}=\frac{N(N-1)}2\,D.$$

**Solution.** The inner sum is $\partial_iD$. Multiplying by $x_i$ turns $k\,x_i^{k-1}$ into $k\,x_i^k$, so $A=\operatorname{diag}(0,1,\dots,N-1)$ in (b). Its trace is $N(N-1)/2$, which `hsum` proves by induction.

```lean
/-- The Euler operator `∑ x_i ∂_i` multiplies the product of differences by its degree
`N(N-1)/2`. -/
theorem euler_sum (x : Fin N → ℝ) :
    ∑ i, x i * ∑ k : Fin N, (k : ℝ) * x i ^ ((k : ℕ) - 1) * cof x i k
      = (N : ℝ) * (N - 1) / 2 * vdm x := by
  have hsum : ∀ n : ℕ, ∑ k ∈ Finset.range n, (k : ℝ) = (n : ℝ) * (n - 1) / 2 := by
    intro n
    induction n with
    | zero => simp
    | succ n ih =>
      rw [Finset.sum_range_succ, ih]
      push_cast
      ring
  have h := one_body_trace x (Matrix.diagonal fun k : Fin N => ((k : ℕ) : ℝ))
  rw [Matrix.trace_diagonal, Fin.sum_univ_eq_sum_range (fun k : ℕ => (k : ℝ)) N, hsum] at h
  rw [← h]
  refine Finset.sum_congr rfl fun i _ => ?_
  rw [Finset.mul_sum]
  refine Finset.sum_congr rfl fun k _ => ?_
  rw [Matrix.mul_diagonal, vandermonde_apply]
  rcases Nat.eq_zero_or_pos (k : ℕ) with h0 | h0
  · simp [h0]
  · have hp : x i ^ (k : ℕ) = x i ^ ((k : ℕ) - 1) * x i := by
      rw [← pow_succ, Nat.sub_add_cancel h0]
    rw [hp]
    ring
```

## (e) Two derivatives of a product with a Gaussian

Let $g$ and $P$ be twice differentiable and $a,b$ constants. With $u(t)=g(a+t)P(t)$ and $G(t)=e^{-(b+t^2)/2}$, show that
$$(uG)''=\big[u''-2tu'+(t^2-1)u\big]G.$$

**Solution.** Since $G'=-tG$, we have $(uG)'=(u'-tu)G$. Differentiating again gives $(u''-u-tu')G-t(u'-tu)G$, which is the claim. The Lean statement has $u'=g'P+gP'$ and $u''=g''P+2g'P'+gP''$ written out, with `g1`, `g2`, `P1`, `P2` for the derivatives. The step `h1` is the first differentiation.

```lean
/-- The second derivative of a product of a shifted factor `g`, a factor `P` and a Gaussian,
for twice differentiable `g` and `P`. -/
theorem deriv2_product {g g1 g2 P P1 P2 : ℝ → ℝ}
    (hg : ∀ s, HasDerivAt g (g1 s) s) (hg1 : ∀ s, HasDerivAt g1 (g2 s) s)
    (hP : ∀ s, HasDerivAt P (P1 s) s) (hP1 : ∀ s, HasDerivAt P1 (P2 s) s) (a b t : ℝ) :
    deriv (deriv fun t => g (a + t) * P t * Real.exp (-(b + t * t) / 2)) t
      = (g2 (a + t) * P t + 2 * g1 (a + t) * P1 t + g (a + t) * P2 t
        - 2 * t * (g1 (a + t) * P t + g (a + t) * P1 t)
        + (t ^ 2 - 1) * g (a + t) * P t) * Real.exp (-(b + t * t) / 2) := by
  have hG : ∀ t, HasDerivAt (fun t => g (a + t)) (g1 (a + t)) t :=
    fun t => (hg (a + t)).comp_const_add a t
  have hG1 : ∀ t, HasDerivAt (fun t => g1 (a + t)) (g2 (a + t)) t :=
    fun t => (hg1 (a + t)).comp_const_add a t
  have hE : ∀ t, HasDerivAt (fun t => Real.exp (-(b + t * t) / 2))
      (-t * Real.exp (-(b + t * t) / 2)) t := fun t =>
    (((((hasDerivAt_id' t).fun_mul (hasDerivAt_id' t)).const_add b).fun_neg.div_const
      2).exp).congr_deriv (by ring)
  have h1 : (deriv fun t => g (a + t) * P t * Real.exp (-(b + t * t) / 2))
      = fun t => (g1 (a + t) * P t + g (a + t) * P1 t - t * (g (a + t) * P t))
        * Real.exp (-(b + t * t) / 2) :=
    funext fun t => ((((hG t).fun_mul (hP t)).fun_mul (hE t)).congr_deriv (by ring)).deriv
  rw [h1]
  exact ((((((hG1 t).fun_mul (hP t)).fun_add ((hG t).fun_mul (hP1 t))).fun_sub
    ((hasDerivAt_id' t).fun_mul ((hG t).fun_mul (hP t)))).fun_mul (hE t)).congr_deriv
    (by ring)).deriv
```

## (f) The Hamiltonian on a centre-of-mass factor

For twice differentiable $g$, show that
$$H\Psi_g=\frac{N^2}2\Psi_g+\Psi_{\tilde g},\qquad \tilde g(s)=s\,g'(s)-\frac N2g''(s).$$

**Solution.** Apply (e) in coordinate $i$, with $a=S-x_i$, $b=\sum_jx_j^2-x_i^2$ and $P$ the polynomial from (a). At $t=x_i$,
$$\partial_i^2\Psi_g=\big[g''D+2g'\partial_iD+g\,\partial_i^2D-2x_i(g'D+g\,\partial_iD)+(x_i^2-1)gD\big]E.$$
Multiply by $-\tfrac12$ and add the trap energy; the $x_i^2$ terms cancel. Summing over $i$,
$$H\Psi_g=\Big[-\tfrac N2g''D-g'\sum_i\partial_iD-\tfrac12g\sum_i\partial_i^2D+Sg'D+g\sum_ix_i\partial_iD+\tfrac N2gD\Big]E.$$
By (c) the second and third terms vanish. By (d) the last two add up to $\big(\tfrac{N(N-1)}2+\tfrac N2\big)gD=\tfrac{N^2}2gD$.

In the proof, `key` is the second derivative, `hterm` the collected sum, and `s1`, `s2`, `s3` insert (c) and (d). For $g=1$ the energy is $N^2/2$, the sum of the lowest $N$ trap levels $k+\tfrac12$ and hence the ground-state energy.

```lean
/-- For twice differentiable `g`, the trap Hamiltonian returns `N²/2` times the state plus the
same state with `g` replaced by `s g' - (N/2) g''`. -/
theorem trapH_comState {g g1 g2 : ℝ → ℝ} (hg : ∀ s, HasDerivAt g (g1 s) s)
    (hg1 : ∀ s, HasDerivAt g1 (g2 s) s) (x : Fin N → ℝ) :
    trapH (comState g) x = (N : ℝ) ^ 2 / 2 * comState g x
      + comState (fun s => s * g1 s - N / 2 * g2 s) x := by
  let P1 : Fin N → ℝ := fun i => ∑ k : Fin N, (k : ℝ) * x i ^ ((k : ℕ) - 1) * cof x i k
  let P2 : Fin N → ℝ := fun i =>
    ∑ k : Fin N, ((k : ℝ) * (((k : ℕ) - 1 : ℕ) : ℝ)) * x i ^ ((k : ℕ) - 2) * cof x i k
  -- no net first derivative, no Laplacian, and the Euler relation
  have s1 : ∑ i, P1 i = 0 :=
    lowering_sum x (fun k => (k : ℝ)) 1 one_pos (fun k hk => by interval_cases k; simp)
  have s2 : ∑ i, P2 i = 0 :=
    lowering_sum x (fun k => (k : ℝ) * ((k - 1 : ℕ) : ℝ)) 2 two_pos
      (fun k hk => by interval_cases k <;> simp)
  have s3 : ∑ i, x i * P1 i = (N : ℝ) * (N - 1) / 2 * vdm x := euler_sum x
  set S := ∑ i, x i with hS
  set E := Real.exp (-(∑ i, x i ^ 2) / 2) with hE
  have key : ∀ i, deriv (deriv fun t => comState g (Function.update x i t)) (x i)
      = (g2 S * vdm x + 2 * g1 S * P1 i + g S * P2 i
        - 2 * x i * (g1 S * vdm x + g S * P1 i) + (x i ^ 2 - 1) * g S * vdm x) * E := by
    intro i
    have hsum : ∀ (f : ℝ → ℝ) (t : ℝ),
        ∑ j, f (Function.update x i t j) = ∑ j, f (x j) - f (x i) + f t := by
      intro f t
      have h : ∑ j ∈ Finset.univ.erase i, f (Function.update x i t j)
          = ∑ j ∈ Finset.univ.erase i, f (x j) :=
        Finset.sum_congr rfl fun j hj => by
          rw [Function.update_of_ne (Finset.ne_of_mem_erase hj)]
      rw [← Finset.add_sum_erase Finset.univ (fun j => f (Function.update x i t j))
        (Finset.mem_univ i), ← Finset.add_sum_erase Finset.univ (fun j => f (x j))
        (Finset.mem_univ i), h, Function.update_self]
      ring
    have hs : (fun t => comState g (Function.update x i t)) = fun t =>
        g ((S - x i) + t) * (∑ k : Fin N, t ^ (k : ℕ) * cof x i k)
          * Real.exp (-((∑ j, x j ^ 2 - x i ^ 2) + t * t) / 2) := by
      funext t
      have e1 : ∑ j, Function.update x i t j = S - x i + t := hsum (fun y => y) t
      have e2 : ∑ j, Function.update x i t j ^ 2 = ∑ j, x j ^ 2 - x i ^ 2 + t * t := by
        rw [← pow_two]
        exact hsum (fun y => y ^ 2) t
      unfold comState
      rw [vdm_update, e1, e2]
    have hD : ∑ k : Fin N, x i ^ (k : ℕ) * cof x i k = vdm x := by
      rw [← vdm_update, Function.update_eq_self]
    have h := deriv2_product hg hg1
      (P := fun t => ∑ k : Fin N, t ^ (k : ℕ) * cof x i k)
      (P1 := fun t => ∑ k : Fin N, (k : ℝ) * t ^ ((k : ℕ) - 1) * cof x i k)
      (P2 := fun t => ∑ k : Fin N,
        ((k : ℝ) * (((k : ℕ) - 1 : ℕ) : ℝ)) * t ^ ((k : ℕ) - 2) * cof x i k)
      (fun t => HasDerivAt.fun_sum fun k _ => (hasDerivAt_pow (k : ℕ) t).mul_const _)
      (fun t => HasDerivAt.fun_sum fun k _ =>
        (((hasDerivAt_pow ((k : ℕ) - 1) t).const_mul (k : ℝ)).mul_const _).congr_deriv (by
          have e : (k : ℕ) - 1 - 1 = (k : ℕ) - 2 := by omega
          rw [e]
          ring))
      (S - x i) (∑ j, x j ^ 2 - x i ^ 2) (x i)
    have ha : S - x i + x i = S := by ring
    have hb : ∑ j, x j ^ 2 - x i ^ 2 + x i * x i = ∑ j, x j ^ 2 := by ring
    simp only [ha, hb, hD] at h
    rw [hs]
    exact h
  have hψ : comState g x = g S * vdm x * E := rfl
  have hφ : comState (fun s => s * g1 s - N / 2 * g2 s) x
      = (S * g1 S - N / 2 * g2 S) * vdm x * E := rfl
  -- collect the terms by their dependence on the particle index
  have hterm : trapH (comState g) x = ∑ i, (-(1 / 2) * (g2 S - g S) * vdm x * E
      + (-(g1 S * E)) * P1 i + (-(1 / 2) * g S * E) * P2 i
      + (g1 S * vdm x * E) * x i + (g S * E) * (x i * P1 i)) := by
    unfold trapH
    refine Finset.sum_congr rfl fun i _ => ?_
    rw [key i, hψ]
    ring
  rw [hterm, hψ, hφ]
  simp only [Finset.sum_add_distrib, ← Finset.mul_sum]
  rw [s1, s2, s3, ← hS, Finset.sum_const, Finset.card_univ, Fintype.card_fin, nsmul_eq_mul]
  ring
```

## (g) Exchange of particles

Show that for every permutation $\sigma$ of the particles
$$\Psi_g(x\circ\sigma)=\operatorname{sgn}(\sigma)\,\Psi_g(x).$$

**Solution.** $S$ and $\sum_ix_i^2$ do not change. The rows of $V$ are permuted, which multiplies $D=\det V$ by the sign; this is `det_permute`.

```lean
/-- Permuting the particles multiplies the state by the sign of the permutation. -/
theorem comState_antisymm (g : ℝ → ℝ) (σ : Equiv.Perm (Fin N)) (x : Fin N → ℝ) :
    comState g (x ∘ σ) = ((Equiv.Perm.sign σ : ℤ) : ℝ) * comState g x := by
  have hD : vdm (x ∘ σ) = ((Equiv.Perm.sign σ : ℤ) : ℝ) * vdm x := by
    unfold vdm
    rw [← Matrix.det_vandermonde, ← Matrix.det_vandermonde, ← Matrix.det_permute]
    rfl
  have e1 : ∑ i, (x ∘ σ) i = ∑ i, x i := Equiv.sum_comp σ x
  have e2 : ∑ i, (x ∘ σ) i ^ 2 = ∑ i, x i ^ 2 := Equiv.sum_comp σ (fun i => x i ^ 2)
  unfold comState
  rw [hD, e1, e2]
  ring
```

## (h) One quantum in the centre of mass

Let $N\ge1$ and $g(s)=s$. Show that $\Psi_g$ is not identically zero and that everywhere
$$H\Psi_g=\Big(\frac{N^2}2+1\Big)\Psi_g.$$

**Solution.** Here $g'=1$ and $g''=0$, so $\tilde g=s=g$ in (f). At the positions $x_i=i+1$ the sum $S$ and all differences $x_k-x_i$ with $i<k$ are positive, so $\Psi_g\ne0$ there.

For $N=1$ this is $x\,e^{-x^2/2}$ with energy $\tfrac32$, the first excited oscillator state. In general, if $\Phi_0$ is the normalised ground state, the normalised excited state is $\sqrt{2/N}\,S\,\Phi_0$. A weak uniform oscillating force couples to $S$, so to first order it excites this non-interacting cloud only at the trap frequency.

Kohn's name usually stands for a stronger fact: pair interactions that depend only on $x_i-x_k$ leave this excitation energy unchanged. `trapH` has no interaction term, so the step to an interacting cloud needs a further argument.

```lean
/-- Kohn mode: for `N ≥ 1` the state `(∑ x_i) ∏_{i<k} (x_k - x_i) exp(-∑ x_i² / 2)` is not
identically zero and is an eigenfunction of the trap Hamiltonian with energy `N²/2 + 1`. -/
theorem kohn_mode (hN : 1 ≤ N) :
    (∃ x : Fin N → ℝ, comState (fun s => s) x ≠ 0) ∧
      ∀ x : Fin N → ℝ, trapH (comState fun s => s) x
        = ((N : ℝ) ^ 2 / 2 + 1) * comState (fun s => s) x := by
  constructor
  · -- particles at the positions 1, 2, ..., N
    refine ⟨fun i => ((i : ℕ) : ℝ) + 1, mul_ne_zero (mul_ne_zero ?_ ?_) (Real.exp_ne_zero _)⟩
    · exact ne_of_gt (Finset.sum_pos (fun i _ => by positivity)
        ⟨⟨0, hN⟩, Finset.mem_univ _⟩)
    · refine Finset.prod_ne_zero_iff.mpr fun i _ => Finset.prod_ne_zero_iff.mpr fun j hj => ?_
      have h : ((i : ℕ) : ℝ) < ((j : ℕ) : ℝ) :=
        Nat.cast_lt.mpr (Fin.lt_def.mp (Finset.mem_Ioi.mp hj))
      show ((j : ℕ) : ℝ) + 1 - (((i : ℕ) : ℝ) + 1) ≠ 0
      exact ne_of_gt (by linarith)
  · intro x
    rw [trapH_comState (g1 := fun _ => 1) (g2 := fun _ => 0)
      (fun s => hasDerivAt_id' s) (fun s => hasDerivAt_const s 1) x]
    unfold comState
    ring
```

## (i) Two quanta

For $g(s)=s^2-N/2$, show that
$$H\Psi_g=\Big(\frac{N^2}2+2\Big)\Psi_g.$$

**Solution.** Now $g'=2s$ and $g''=2$, so $\tilde g=2s^2-N=2g$, and (f) gives the equation. The theorem states only this equation and does not include that $\Psi_g$ is non-zero.

```lean
/-- With the factor `s² - N/2` in the sum `s` of the positions, the state satisfies the
eigenvalue equation of the trap Hamiltonian with energy `N²/2 + 2`. -/
theorem kohn_two_quanta (x : Fin N → ℝ) :
    trapH (comState fun s => s * s - N / 2) x
      = ((N : ℝ) ^ 2 / 2 + 2) * comState (fun s => s * s - N / 2) x := by
  rw [trapH_comState (g1 := fun s => 2 * s) (g2 := fun _ => 2)
    (fun s => (((hasDerivAt_id' s).fun_mul (hasDerivAt_id' s)).sub_const _).congr_deriv
      (by ring))
    (fun s => ((hasDerivAt_id' s).const_mul 2).congr_deriv (by ring)) x]
  unfold comState
  ring

end

end KohnMode
```

```lean
#print axioms KohnMode.comState_antisymm
-- 'KohnMode.comState_antisymm' depends on axioms: [propext, Classical.choice, Quot.sound]
#print axioms KohnMode.kohn_mode
-- 'KohnMode.kohn_mode' depends on axioms: [propext, Classical.choice, Quot.sound]
#print axioms KohnMode.kohn_two_quanta
-- 'KohnMode.kohn_two_quanta' depends on axioms: [propext, Classical.choice, Quot.sound]
```
